# The second Chern form from two traces of the curvature

The entries of a Berry curvature matrix are differential 2-forms, and here they are treated as elements of a commutative ring $R$. Forms of even degree commute under the wedge product, so the determinant of a matrix of such forms is well defined. The matrices themselves need not commute. The connection is left out, because its entries are 1-forms, which anticommute.

Let $F$ be the curvature matrix of a finite set of bands, with the conventional factor $i/2\pi$ absorbed in it, and let $t$ be a formal variable. This factor is for an anti-Hermitian curvature; if the curvature has already been multiplied by $i$ to make it Hermitian, the remaining factor is $1/2\pi$. The total Chern form is the polynomial $\det(1+tF)$, and the $k$-th Chern form $c_k(F)$ is its coefficient of $t^k$. If $R$ is also an algebra over the rational numbers, then

$$c_2(F)=\tfrac12\left[(\operatorname{tr}F)^2-\operatorname{tr}(F^2)\right].$$

## The trace term in a second Chern number

For an isolated set of bands of a non-interacting model over a closed, oriented four-dimensional parameter space, the second Chern number means here the integral of $c_2(F)$. Work on the four-dimensional quantum Hall effect often gives the same name to the integral of $\tfrac12\operatorname{tr}(F^2)$, the second Chern character, which is in general a different quantity. The identity lets a code build the integrand from one matrix product and two traces, with wedge products between the entries.

A routine meant to compute the integral of $c_2(F)$ that integrates only $-\tfrac12\operatorname{tr}(F^2)$ omits $\tfrac12(\operatorname{tr}F)^2$. That is harmless when the curvature is traceless, but not in general. A single band gives a quick check: $F$ is then a $1\times1$ matrix, the two terms cancel, and $c_2(F)=0$, although $\tfrac12\operatorname{tr}(F^2)$ need not vanish.

## Multiplying $\det(1+tF)$ by $\det(1-tF)$

Write $c_k$ for $c_k(F)$. Setting $t=0$ gives $c_0=\det 1=1$. For $c_1$, expand the determinant over permutations. A permutation other than the identity moves at least two indices, so its term has at least two off-diagonal factors $tF_{ij}$ and starts at order $t^2$. The identity permutation gives

$$\prod_i(1+tF_{ii})=1+t\operatorname{tr}F+O(t^2),$$

hence $c_1=\operatorname{tr}F$.

The cross terms cancel in

$$(1+tF)(1-tF)=1-tF+tF-t^2F^2=1-t^2F^2.$$

Taking determinants gives

$$\det(1+tF)\,\det(1-tF)=\det(1-t^2F^2).$$

On the left, the two factors are $1+c_1t+c_2t^2+\cdots$ and $1-c_1t+c_2t^2-\cdots$, so the coefficient of $t^2$ is $2c_2-c_1^2$. The right-hand side is the total Chern form of $-F^2$ with $t^2$ in place of $t$, so its coefficient of $t^2$ is $c_1(-F^2)=-\operatorname{tr}(F^2)$. Therefore

$$2c_2=(\operatorname{tr}F)^2-\operatorname{tr}(F^2).$$

This holds over every commutative ring; halving it gives the formula above. If $\operatorname{tr}F=0$, it becomes $c_2=-\tfrac12\operatorname{tr}(F^2)$.

For an invertible gauge matrix $g$,

$$1+t\,gFg^{-1}=g(1+tF)g^{-1},$$

and $\det g\,\det g^{-1}=1$, so the total Chern form is unchanged.

For two decoupled groups of bands, with no Berry connection between them and with curvatures $F$ and $G$, the matrix $1+t(F\oplus G)$ is block diagonal and its determinant is $\det(1+tF)\det(1+tG)$. The coefficient of $t^2$ is

$$c_2(F\oplus G)=c_2(F)+\operatorname{tr}F\,\operatorname{tr}G+c_2(G).$$

Adding the second Chern forms of the groups therefore misses the product of their traces.

## The Lean file

```lean
import Mathlib

open scoped Polynomial
open Polynomial (X C)

namespace SecondChernForm

noncomputable section

variable {R n m : Type*} [CommRing R] [Fintype n] [DecidableEq n] [Fintype m] [DecidableEq m]

/-- The total Chern form `det (1 + t F)` of a curvature matrix `F`, as a polynomial in the
counting variable `t`. The conventional factor `i/2π` is absorbed in `F`. -/
def totalChern (F : Matrix n n R) : R[X] :=
  Matrix.det (1 + (X : R[X]) • F.map C)

/-- The `k`-th Chern form: the coefficient of `t ^ k` in `det (1 + t F)`. -/
def chernForm (k : ℕ) (F : Matrix n n R) : R :=
  (totalChern F).coeff k

/-- Replacing the counting variable `t` by a polynomial `q` turns the total Chern form into
`det (1 + q F)`. -/
theorem totalChern_comp (F : Matrix n n R) (q : R[X]) :
    (totalChern F).comp q = Matrix.det (1 + q • F.map C) := by
  have h := RingHom.map_det (Polynomial.compRingHom q) (1 + (X : R[X]) • F.map C)
  have e : (Polynomial.compRingHom q).mapMatrix (1 + (X : R[X]) • F.map C)
      = 1 + q • F.map C := by
    rw [map_add, map_one]
    congr 1
    refine Matrix.ext fun i j => ?_
    simp
    ring
  rw [e] at h
  exact h

/-- The total Chern forms at `t` and `-t` multiply to the total Chern form of `-F ^ 2`
at `t ^ 2`. -/
theorem totalChern_mul_neg (F : Matrix n n R) :
    totalChern F * (totalChern F).comp (-X) = (totalChern (-(F ^ 2))).comp (X ^ 2) := by
  have h : (-(F ^ 2)).map (C : R →+* R[X]) = -(F.map C) ^ 2 := by
    have h' := map_neg (C : R →+* R[X]).mapMatrix (F ^ 2)
    rw [map_pow] at h'
    exact h'
  rw [totalChern_comp, totalChern_comp, h, totalChern, ← Matrix.det_mul]
  -- the matrix identity (1 + tF)(1 - tF) = 1 - t²F²
  congr 1
  simp only [add_mul, mul_add, one_mul, mul_one, neg_smul, mul_neg, Matrix.smul_mul,
    Matrix.mul_smul, smul_neg, smul_smul, pow_two]
  abel

/-- The zeroth Chern form is `1`. -/
theorem chernForm_zero (F : Matrix n n R) : chernForm 0 F = 1 := by
  have h := totalChern_comp F 0
  rw [zero_smul, add_zero, Matrix.det_one, Polynomial.comp_zero] at h
  rw [chernForm, Polynomial.coeff_zero_eq_eval_zero]
  apply Polynomial.C_injective
  rw [h, map_one]

/-- The first Chern form is the trace of the curvature. -/
theorem chernForm_one (F : Matrix n n R) : chernForm 1 F = F.trace :=
  Matrix.coeff_det_one_add_X_smul_one F

/-- The second-order coefficient of a product of two polynomials. -/
lemma coeff_two_mul (p q : R[X]) :
    (p * q).coeff 2
      = p.coeff 0 * q.coeff 2 + p.coeff 1 * q.coeff 1 + p.coeff 2 * q.coeff 0 := by
  rw [Polynomial.coeff_mul,
    show Finset.HasAntidiagonal.antidiagonal (2 : ℕ)
      = {((0 : ℕ), (2 : ℕ)), (1, 1), (2, 0)} from rfl]
  simp [add_assoc]

/-- Over any commutative ring, twice the second Chern form is
`(trace F) ^ 2 - trace (F ^ 2)`. -/
theorem two_mul_chernForm_two (F : Matrix n n R) :
    2 * chernForm 2 F = F.trace ^ 2 - (F ^ 2).trace := by
  have h0 : (totalChern F).coeff 0 = 1 := chernForm_zero F
  have h1 : (totalChern F).coeff 1 = F.trace := chernForm_one F
  -- reversing t changes the sign of the odd coefficients
  have hX : (-X : R[X]) = C (-1) * X := by simp
  have hc : ∀ k, ((totalChern F).comp (-X)).coeff k = (totalChern F).coeff k * (-1) ^ k := by
    intro k
    rw [hX, Polynomial.comp_C_mul_X_coeff]
  -- the t² coefficient on the right is the first Chern form of -F²
  have hE : ((totalChern (-(F ^ 2))).comp (X ^ 2)).coeff 2 = (-(F ^ 2)).trace := by
    rw [← Polynomial.expand_eq_comp_X_pow]
    have h' := Polynomial.coeff_expand_mul (p := 2) (by norm_num) (totalChern (-(F ^ 2))) 1
    exact h'.trans (chernForm_one _)
  have h := congrArg (fun p : R[X] => p.coeff 2) (totalChern_mul_neg F)
  simp only [coeff_two_mul, hc, hE, h0, h1, Matrix.trace_neg] at h
  rw [chernForm]
  linear_combination h

/-- Second Chern form from traces: over a commutative rational algebra, the coefficient of
`t ^ 2` in `det (1 + t F)` is half of `(trace F) ^ 2 - trace (F ^ 2)`. -/
theorem chernForm_two [Algebra ℚ R] (F : Matrix n n R) :
    chernForm 2 F = (1 / 2 : ℚ) • (F.trace ^ 2 - (F ^ 2).trace) := by
  rw [← two_mul_chernForm_two, two_mul, ← two_smul ℚ, smul_smul]
  norm_num

/-- For traceless curvature the second Chern form is minus one half of `trace (F ^ 2)`. -/
theorem chernForm_two_of_traceless [Algebra ℚ R] (F : Matrix n n R) (hF : F.trace = 0) :
    chernForm 2 F = -((1 / 2 : ℚ) • (F ^ 2).trace) := by
  rw [chernForm_two, hF, zero_pow two_ne_zero, zero_sub, smul_neg]

/-- The total Chern form is unchanged when the curvature is conjugated by an invertible
gauge matrix `g`. -/
theorem totalChern_gauge (g : (Matrix n n R)ˣ) (F : Matrix n n R) :
    totalChern ((g : Matrix n n R) * F * (↑g⁻¹ : Matrix n n R)) = totalChern F := by
  let φ : Matrix n n R →+* Matrix n n R[X] := (C : R →+* R[X]).mapMatrix
  have hg : φ (g : Matrix n n R) * φ (↑g⁻¹ : Matrix n n R) = 1 := by
    rw [← map_mul, Units.mul_inv, map_one]
  -- the gauge matrices can be pulled out of 1 + tF
  have e : 1 + (X : R[X]) • φ ((g : Matrix n n R) * F * (↑g⁻¹ : Matrix n n R))
      = φ (g : Matrix n n R) * (1 + (X : R[X]) • φ F) * φ (↑g⁻¹ : Matrix n n R) := by
    rw [map_mul, map_mul, mul_add, add_mul, mul_one, hg, Matrix.mul_smul, Matrix.smul_mul]
  have key : Matrix.det
      (φ (g : Matrix n n R) * (1 + (X : R[X]) • φ F) * φ (↑g⁻¹ : Matrix n n R))
      = Matrix.det (1 + (X : R[X]) • φ F) := by
    rw [Matrix.det_mul, Matrix.det_mul, mul_right_comm, ← Matrix.det_mul, hg,
      Matrix.det_one, one_mul]
  exact (congrArg Matrix.det e).trans key

/-- For two decoupled groups of bands, with block-diagonal curvature, the total Chern form
is the product of the total Chern forms of the groups. -/
theorem totalChern_blocks (F : Matrix n n R) (G : Matrix m m R) :
    totalChern (Matrix.fromBlocks F 0 0 G) = totalChern F * totalChern G := by
  have e : 1 + (X : R[X]) • (Matrix.fromBlocks F 0 0 G).map C
      = Matrix.fromBlocks (1 + (X : R[X]) • F.map C) 0 0 (1 + (X : R[X]) • G.map C) := by
    rw [Matrix.fromBlocks_map, ← Matrix.fromBlocks_one, Matrix.fromBlocks_smul,
      Matrix.fromBlocks_add]
    simp
  rw [totalChern, e, Matrix.det_fromBlocks_zero₂₁, totalChern, totalChern]

/-- The second Chern form of two decoupled groups of bands is the sum of their second Chern
forms plus the product of the traces of their curvatures. -/
theorem chernForm_two_blocks (F : Matrix n n R) (G : Matrix m m R) :
    chernForm 2 (Matrix.fromBlocks F 0 0 G)
      = chernForm 2 F + F.trace * G.trace + chernForm 2 G := by
  have h : chernForm 2 (Matrix.fromBlocks F 0 0 G)
      = chernForm 0 F * chernForm 2 G + chernForm 1 F * chernForm 1 G
        + chernForm 2 F * chernForm 0 G := by
    rw [chernForm, totalChern_blocks, coeff_two_mul]
    rfl
  rw [h, chernForm_zero, chernForm_zero, chernForm_one, chernForm_one]
  ring

end

end SecondChernForm
```

```lean
#print axioms SecondChernForm.chernForm_two_of_traceless
-- 'SecondChernForm.chernForm_two_of_traceless' depends on axioms: [propext, Classical.choice, Quot.sound]
#print axioms SecondChernForm.totalChern_gauge
-- 'SecondChernForm.totalChern_gauge' depends on axioms: [propext, Classical.choice, Quot.sound]
#print axioms SecondChernForm.chernForm_two_blocks
-- 'SecondChernForm.chernForm_two_blocks' depends on axioms: [propext, Classical.choice, Quot.sound]
```

## How the statements describe band curvature

The finite type `n` labels the bands, and `Matrix n n R` is the type of curvature matrices. In `totalChern`, `F.map C` turns each entry into a constant polynomial, and `X` is the variable $t$. `chernForm k F` reads off the coefficient of $t^k$.

The main theorem, `chernForm_two`, says that for every such `F` the second coefficient is one half of the difference between the squared trace and the trace of the square. The hypothesis `[Algebra ℚ R]` supplies the factor `(1 / 2 : ℚ)`; real or complex differential forms allow this division. `two_mul_chernForm_two` does without it. In `totalChern_gauge`, the type `(Matrix n n R)ˣ` contains the invertible matrices over `R`, so the entries of `g` may be functions on parameter space, which are forms of degree zero.

## How Lean follows the determinant argument

`totalChern_comp` justifies substitution for $t$: composition with a polynomial is a ring homomorphism, and determinants are preserved by ring homomorphisms. `totalChern_mul_neg` is the product identity. It combines the determinants with `Matrix.det_mul`, expands the matrix product, and lets `abel` cancel the cross terms.

`chernForm_zero` substitutes zero for $t$, while `chernForm_one` takes the trace coefficient from Mathlib in place of the permutation argument. `coeff_two_mul` lists the three contributions to a second-order coefficient. Inside `two_mul_chernForm_two`, `hc` records the alternating signs from $t\mapsto-t$, and `hE` identifies the coefficient of $t^2$ on the right with a first Chern form. The final `linear_combination` rearranges the result.

`chernForm_two` divides by two, and `chernForm_two_of_traceless` sets the trace to zero. `totalChern_gauge` pulls the gauge matrices out of $1+tF$ and cancels their determinants. `totalChern_blocks` factorises the block determinant, from which `chernForm_two_blocks` extracts the cross term.

## From the algebra to a computed integer

The theorems concern exact matrices over an abstract commutative ring. The file does not construct the algebra of even forms, derive $F$ from Bloch states, or show that curvature transforms by conjugation. Integration over parameter space and the integrality of the second Chern number also lie beyond it, as do grid and rounding errors. In a code for the integral of $c_2(F)$, the identity settles which traces enter the integrand and with what coefficients; the accuracy of the curvature and of the quadrature needs its own tests.
